# Inverse-dielectric preconditioners for density and potential mixing agree exactly when screening commutes with the Coulomb operator

A self-consistent field (SCF) calculation that uses simple damped mixing with a fixed preconditioner can mix Hartree potentials instead of densities and pass through the same states, provided that the preconditioner is converted. Let \(L\) be the inverse Coulomb operator, so that a density \(\rho\) has the Hartree potential \(V=L^{-1}\rho\), and let \(D\) be the screening operator: a change \(\delta V\) of the potential induces the density change \(-D\,\delta V\) in the independent-particle response. If \(L\) and \(L+D\) are invertible and the exchange-correlation response is neglected, the density residual calls for \(P=L(L+D)^{-1}\) and the potential residual for \(Q=(L+D)^{-1}L\). The same matrix serves both purposes only if \(LD=DL\).

## Operators and their inverses

```lean
import Mathlib

open Function

namespace DensityPotentialPreconditioning

noncomputable section

variable {R : Type*} [Ring R]
```

The operators live in a ring `R`: they can be added and multiplied, and the order of the factors matters. Matrices on a grid or in a finite basis are the typical case. An unbounded Laplacian on a Hilbert space is not directly covered, since such operators do not compose freely.

```lean
/-- The dielectric operator acting on densities, `1 + D L⁻¹`, for the inverse Coulomb
operator `L` and the screening operator `D`. -/
def densityDielectric (L : Rˣ) (D : R) : R := 1 + D * (↑L⁻¹ : R)
```

This is the dielectric operator on densities, \(1+DL^{-1}\). It contains the Hartree response only, without an exchange-correlation kernel.

The type `Rˣ` of `L` is the device on which the algebra turns. An element of `Rˣ`, a unit, is a ring element packaged with an inverse and with proofs that the inverse works from the left and from the right. Writing `L : Rˣ` therefore assumes invertibility, and the arrow in `↑L⁻¹` takes the inverse back to an ordinary element of `R`. Mathlib supplies cancellation rules for units, such as `Units.inv_mul_cancel_left`, which says \(u^{-1}(ux)=x\). They need no commutativity, no determinant and no finite dimension.

Physically, invertibility of \(L\) means that every admitted density has exactly one potential. In a periodic cell this requires leaving out the uniform component.

```lean
/-- The dielectric operator acting on potentials, `1 + L⁻¹ D`. -/
def potentialDielectric (L : Rˣ) (D : R) : R := 1 + (↑L⁻¹ : R) * D
```

The dielectric operator on potentials is \(1+L^{-1}D\), with the factors in the other order.

```lean
/-- The density preconditioner `P = L K⁻¹`, built from two units `L` and `K`. -/
def densityPrec (L K : Rˣ) : R := (L : R) * (↑K⁻¹ : R)
```

The density preconditioner is \(P=LK^{-1}\). The unit `K` stands for the screened operator, exact or approximate; the theorems that need \(K=L+D\) state it as a hypothesis.

```lean
/-- The potential preconditioner `Q = K⁻¹ L`, built from two units `L` and `K`. -/
def potentialPrec (L K : Rˣ) : R := (↑K⁻¹ : R) * (L : R)
```

The potential preconditioner is \(Q=K^{-1}L\).

```lean
/-- If `K = L + D`, the density preconditioner is the two-sided inverse of the dielectric operator
on densities. -/
theorem densityPrec_inverse (L K : Rˣ) (D : R) (hK : (K : R) = L + D) :
    densityDielectric L D * densityPrec L K = 1 ∧
      densityPrec L K * densityDielectric L D = 1 := by
  -- the dielectric operator factors as `K L⁻¹`
  have h : densityDielectric L D = (K : R) * (↑L⁻¹ : R) := by
    rw [densityDielectric, hK, add_mul, Units.mul_inv]
  rw [h, densityPrec]
  constructor
  · rw [mul_assoc, Units.inv_mul_cancel_left, Units.mul_inv]
  · rw [mul_assoc, Units.inv_mul_cancel_left, Units.mul_inv]
```

The hypothesis `hK` says \(K=L+D\). Since `K` is a unit, it also assumes that the screened equation \((L+D)V=\rho_{\text{ext}}\) has a unique solution for each source \(\rho_{\text{ext}}\). By hand,

\[
1+DL^{-1}=(L+D)L^{-1}=KL^{-1},
\]

and therefore

\[
(KL^{-1})(LK^{-1})=KK^{-1}=1,\qquad (LK^{-1})(KL^{-1})=LL^{-1}=1 .
\]

The local statement `h` is the factorisation. The two lines after `constructor` are the two products: regroup, cancel the inner pair, cancel the outer pair.

```lean
/-- If `K = L + D`, the potential preconditioner is the two-sided inverse of the dielectric operator
on potentials. -/
theorem potentialPrec_inverse (L K : Rˣ) (D : R) (hK : (K : R) = L + D) :
    potentialDielectric L D * potentialPrec L K = 1 ∧
      potentialPrec L K * potentialDielectric L D = 1 := by
  -- the dielectric operator factors as `L⁻¹ K`
  have h : potentialDielectric L D = (↑L⁻¹ : R) * (K : R) := by
    rw [potentialDielectric, hK, mul_add, Units.inv_mul]
  rw [h, potentialPrec]
  constructor
  · rw [mul_assoc, Units.mul_inv_cancel_left, Units.inv_mul]
  · rw [mul_assoc, Units.mul_inv_cancel_left, Units.inv_mul]
```

For potentials the factorisation is \(1+L^{-1}D=L^{-1}(L+D)=L^{-1}K\), so that

\[
(L^{-1}K)(K^{-1}L)=1,\qquad (K^{-1}L)(L^{-1}K)=1 .
\]

The Lean proof follows the same route.

## Converting one preconditioner into the other

```lean
/-- Preconditioning a density and then solving for its potential is the same as solving
for the potential first and then preconditioning it. -/
theorem prec_intertwine (L K : Rˣ) :
    (↑L⁻¹ : R) * densityPrec L K = potentialPrec L K * (↑L⁻¹ : R) := by
  rw [densityPrec, potentialPrec, Units.inv_mul_cancel_left, Units.mul_inv_cancel_right]
```

Both sides reduce to the same operator:

\[
L^{-1}P=L^{-1}LK^{-1}=K^{-1},\qquad QL^{-1}=K^{-1}LL^{-1}=K^{-1}.
\]

Preconditioning a density residual and then computing its potential gives the same result as computing the potential first and preconditioning that. The relation does not use \(K=L+D\), so it also holds when `K` is only an approximate model of the screened operator.

```lean
/-- If `K = L + D`, the density and potential preconditioners coincide exactly when the screening
operator commutes with the inverse Coulomb operator. -/
theorem prec_eq_iff_commute (L K : Rˣ) (D : R) (hK : (K : R) = L + D) :
    densityPrec L K = potentialPrec L K ↔ (L : R) * D = D * L := by
  unfold densityPrec potentialPrec
  constructor
  · intro h
    -- multiply by `K` from both sides
    have h1 : (K : R) * L = L * K := by
      calc (K : R) * L = K * ((L : R) * (↑K⁻¹ : R)) * K := by
            rw [mul_assoc, mul_assoc, Units.inv_mul, mul_one]
        _ = K * ((↑K⁻¹ : R) * (L : R)) * K := by rw [h]
        _ = L * K := by rw [Units.mul_inv_cancel_left]
    rw [hK, add_mul, mul_add] at h1
    exact (add_left_cancel h1).symm
  · intro h
    have h1 : (K : R) * L = L * K := by rw [hK, add_mul, mul_add, h]
    -- multiply by `K⁻¹` from both sides
    calc (L : R) * (↑K⁻¹ : R) = (↑K⁻¹ : R) * ((K : R) * L) * (↑K⁻¹ : R) := by
          rw [Units.inv_mul_cancel_left]
      _ = (↑K⁻¹ : R) * ((L : R) * K) * (↑K⁻¹ : R) := by rw [h1]
      _ = (↑K⁻¹ : R) * L := by rw [mul_assoc, mul_assoc, Units.mul_inv, mul_one]
```

Suppose \(P=Q\), that is, \(LK^{-1}=K^{-1}L\). Multiplying by \(K\) from the left and from the right gives \(KL=LK\). With \(K=L+D\) this reads

\[
L^2+DL=L^2+LD,
\]

and cancelling \(L^2\) leaves \(DL=LD\). Conversely, if \(LD=DL\), then \(KL=LK\), and multiplying by \(K^{-1}\) from both sides gives \(LK^{-1}=K^{-1}L\).

The two `calc` blocks are these two multiplications, and `add_left_cancel` removes \(L^2\).

Uniform screening is the familiar commuting case. If \(D\) is a multiple of the identity, \(D=k_0^2/4\pi\) with the inverse screening length \(k_0\), and \(L\) has the eigenvalue \(G^2/4\pi\) (Gaussian units) for a plane wave with wave number \(G\), both preconditioners become the Kerker factor \(G^2/(G^2+k_0^2)\). In the limit \(D=0\) both are the identity.

```lean
/-- If `K = L + D`, the density and potential preconditioners invert their respective dielectric
operators, are intertwined by the Coulomb operator `L⁻¹`, and are equal if and only if `L` and `D`
commute. -/
theorem density_versus_potential (L K : Rˣ) (D : R) (hK : (K : R) = L + D) :
    (densityDielectric L D * densityPrec L K = 1 ∧
      densityPrec L K * densityDielectric L D = 1) ∧
    (potentialDielectric L D * potentialPrec L K = 1 ∧
      potentialPrec L K * potentialDielectric L D = 1) ∧
    (↑L⁻¹ : R) * densityPrec L K = potentialPrec L K * (↑L⁻¹ : R) ∧
    (densityPrec L K = potentialPrec L K ↔ (L : R) * D = D * L) :=
  ⟨densityPrec_inverse L K D hK, potentialPrec_inverse L K D hK,
    prec_intertwine L K, prec_eq_iff_commute L K D hK⟩
```

The main theorem joins the four facts under the single hypothesis \(K=L+D\): two inverse pairs, the conversion rule and the criterion for equality. Its proof is the list of the previous results.

## The same SCF run in two variables

```lean
variable {S M : Type*} [CommRing S] [AddCommGroup M] [Module R M] [Module S M]

/-- One preconditioned mixing step for the density, with damping `a` and SCF map `F`. -/
def densityStep (L K : Rˣ) (a : S) (F : M → M) (ρ : M) : M :=
  ρ + a • (densityPrec L K • (F ρ - ρ))
```

Densities and potentials are now elements of one space `M`, on which operators from `R` act; the symbol `•` denotes this action. The damping \(a\) comes from a commutative ring `S`, for instance the real numbers. For an SCF map \(F\), which takes an input density to an output density, one mixing step is

\[
\rho\mapsto\rho+aP\,(F(\rho)-\rho).
\]

```lean
/-- One preconditioned mixing step for the potential, with damping `a` and SCF map `G`. -/
def potentialStep (L K : Rˣ) (a : S) (G : M → M) (V : M) : M :=
  V + a • (potentialPrec L K • (G V - V))
```

The step for potentials has the same form, with \(Q\) and a map \(G\) on potentials: \(V\mapsto V+aQ\,(G(V)-V)\).

```lean
/-- The SCF map on potentials that corresponds to the SCF map `F` on densities. -/
def potentialMap (L : Rˣ) (F : M → M) (V : M) : M :=
  (↑L⁻¹ : R) • F ((L : R) • V)
```

The map on potentials that belongs to \(F\) is \(G(V)=L^{-1}F(LV)\): recover the density, run the SCF map, and compute the new potential.

```lean
/-- For any SCF map, linear or not, the potential of the `n`-th density iterate is the
`n`-th iterate of potential mixing started from the potential of the initial density. -/
theorem mixing_iterates_correspond [SMulCommClass R S M] (L K : Rˣ) (a : S)
    (F : M → M) (n : ℕ) (ρ : M) :
    (↑L⁻¹ : R) • (densityStep L K a F)^[n] ρ =
      (potentialStep L K a (potentialMap L F))^[n] ((↑L⁻¹ : R) • ρ) := by
  -- a single step commutes with the passage from density to potential
  have step : Semiconj (fun x : M => (↑L⁻¹ : R) • x) (densityStep L K a F)
      (potentialStep L K a (potentialMap L F)) := by
    intro x
    have hL : (L : R) • ((↑L⁻¹ : R) • x) = x := by
      rw [smul_smul, Units.mul_inv, one_smul]
    change (↑L⁻¹ : R) • (x + a • (densityPrec L K • (F x - x))) =
      (↑L⁻¹ : R) • x + a • (potentialPrec L K •
        ((↑L⁻¹ : R) • F ((L : R) • ((↑L⁻¹ : R) • x)) - (↑L⁻¹ : R) • x))
    rw [hL, ← smul_sub (↑L⁻¹ : R) (F x) x, smul_add, smul_comm (↑L⁻¹ : R) a,
      ← mul_smul, ← mul_smul, prec_intertwine]
  exact step.iterate_right n ρ
```

The notation `f^[n]` means \(n\) applications of `f`. If the two runs start from \(\rho_0\) and \(V_0=L^{-1}\rho_0\), the theorem says that \(V_n=L^{-1}\rho_n\) at every step, including \(n=0\). For a single step with \(V=L^{-1}\rho\),

\[
\begin{aligned}
L^{-1}\bigl[\rho+aP(F(\rho)-\rho)\bigr]
&=V+a\,L^{-1}P\,(F(\rho)-\rho)\\
&=V+a\,Q\,L^{-1}(F(\rho)-\rho)\\
&=V+a\,Q\,(G(V)-V).
\end{aligned}
\]

The second line is the conversion rule, and the third uses \(F(\rho)=F(LV)\). The assumption `SMulCommClass R S M` says that operators commute with multiplication by the damping, as linear operators do.

In Lean, `Semiconj` expresses that \(L^{-1}\) carries one step map into the other, and `iterate_right` extends this from one step to \(n\). Nothing is assumed about \(F\), and `K` may be any unit. For this simple damped mixing with a fixed preconditioner, the choice between density and Hartree potential thus makes no difference to the sequence of states, provided that the preconditioner is converted. The theorem does not cover schemes that build their update from the iteration history, nor the mixing of a full Kohn–Sham potential, whose exchange-correlation part generally depends nonlinearly on the density.

```lean
/-- If `K = L + D` and the SCF map responds linearly about the density `ρs` with response `-D L⁻¹`,
then `n` preconditioned density steps multiply the error by `(1 - a) ^ n`. -/
theorem linear_response_error (L K : Rˣ) (D : R) (hK : (K : R) = L + D) (a : S)
    (F : M → M) (ρs : M)
    (hF : ∀ ρ, F ρ = ρs - (D * (↑L⁻¹ : R)) • (ρ - ρs)) (n : ℕ) (ρ : M) :
    (densityStep L K a F)^[n] ρ - ρs = (1 - a) ^ n • (ρ - ρs) := by
  have step : ∀ x, densityStep L K a F x - ρs = (1 - a) • (x - ρs) := by
    intro x
    -- the residual is minus the dielectric operator applied to the error
    have h1 : F x - x = -(densityDielectric L D • (x - ρs)) := by
      rw [hF, densityDielectric, add_smul, one_smul]
      abel
    have h2 : densityPrec L K • (F x - x) = -(x - ρs) := by
      rw [h1, smul_neg, smul_smul, (densityPrec_inverse L K D hK).2, one_smul]
    rw [densityStep, h2]
    module
  induction n with
  | zero => simp
  | succ n ih => rw [iterate_succ_apply', step, ih, smul_smul, pow_succ']
```

Here the SCF map is assumed to have exactly linear response about a density \(\rho_s\):

\[
F(\rho)=\rho_s-DL^{-1}(\rho-\rho_s).
\]

This is an idealisation of the region close to self-consistency, and it makes \(\rho_s\) a fixed point. The residual is then

\[
F(\rho)-\rho=-(1+DL^{-1})(\rho-\rho_s).
\]

Since \(P\) inverts the dielectric operator, \(P(F(\rho)-\rho)=-(\rho-\rho_s)\). One step changes the error to

\[
\rho-\rho_s-a(\rho-\rho_s)=(1-a)(\rho-\rho_s),
\]

and \(n\) steps multiply it by \((1-a)^n\). The statements `h1` and `h2` are the formulas for the residual and for the preconditioned residual, and `induction n` repeats the step. In this linear model every error component is multiplied by the same factor \(1-a\) per step, whatever the spectrum of the dielectric operator. For real damping the error shrinks when \(0<a<2\), and \(a=1\) reaches \(\rho_s\) in one step.

## Two coupled modes

```lean
/-- A diagonal two-mode inverse Coulomb operator with entries 1 and 2. -/
def modeL : (Matrix (Fin 2) (Fin 2) ℚ)ˣ where
  val := !![1, 0; 0, 2]
  inv := !![1, 0; 0, 1/2]
  val_inv := by
    ext i j; fin_cases i <;> fin_cases j <;> norm_num [Matrix.mul_apply, Fin.sum_univ_succ]
  inv_val := by
    ext i j; fin_cases i <;> fin_cases j <;> norm_num [Matrix.mul_apply, Fin.sum_univ_succ]
```

With a single mode, \(L\) and \(D\) are numbers and \(P=Q\). Two modes are enough for a difference. The first ingredient is

\[
L=\begin{pmatrix}1&0\\0&2\end{pmatrix}.
\]

The four fields show what a unit contains: the matrix, its inverse and the two proofs, which are checked entry by entry.

```lean
/-- A two-mode screened operator with coupling between the modes. -/
def modeK : (Matrix (Fin 2) (Fin 2) ℚ)ˣ where
  val := !![2, 1; 1, 3]
  inv := !![3/5, -1/5; -1/5, 2/5]
  val_inv := by
    ext i j; fin_cases i <;> fin_cases j <;> norm_num [Matrix.mul_apply, Fin.sum_univ_succ]
  inv_val := by
    ext i j; fin_cases i <;> fin_cases j <;> norm_num [Matrix.mul_apply, Fin.sum_univ_succ]
```

The screened operator and its inverse are

\[
K=\begin{pmatrix}2&1\\1&3\end{pmatrix},\qquad
K^{-1}=\frac15\begin{pmatrix}3&-1\\-1&2\end{pmatrix}.
\]

```lean
/-- For the two-mode model with a screening operator that couples the modes, the density and
potential preconditioners differ. -/
theorem mode_coupling_witness :
    modeK.val = modeL.val + (!![1, 1; 1, 1] : Matrix (Fin 2) (Fin 2) ℚ) ∧
      densityPrec modeL modeK ≠ potentialPrec modeL modeK := by
  have hK : modeK.val = modeL.val + (!![1, 1; 1, 1] : Matrix (Fin 2) (Fin 2) ℚ) := by
    ext i j; fin_cases i <;> fin_cases j <;> norm_num [modeK, modeL]
  refine ⟨hK, fun h => ?_⟩
  -- equality would force the screening to commute with the Coulomb operator
  have h1 := (prec_eq_iff_commute modeL modeK _ hK).1 h
  have h2 := congrFun (congrFun h1 0) 1
  norm_num [modeL, Matrix.mul_apply, Fin.sum_univ_succ] at h2

end

end DensityPotentialPreconditioning
```

The first half confirms \(K=L+D\), where all entries of \(D\) are 1, so the screening couples the modes. The second half says \(P\ne Q\). Explicitly,

\[
P=\frac15\begin{pmatrix}3&-1\\-2&4\end{pmatrix},\qquad
Q=\frac15\begin{pmatrix}3&-2\\-1&4\end{pmatrix}.
\]

Lean argues through the commutation criterion instead: equality would force \(LD=DL\), but the entry in row 0, column 1 (Lean counts from zero) is 1 in \(LD\) and 2 in \(DL\).

```lean
#print axioms DensityPotentialPreconditioning.density_versus_potential
#print axioms DensityPotentialPreconditioning.mixing_iterates_correspond
#print axioms DensityPotentialPreconditioning.linear_response_error
```

```
'DensityPotentialPreconditioning.density_versus_potential' does not depend on any axioms
'DensityPotentialPreconditioning.mixing_iterates_correspond' depends on axioms: [propext]
'DensityPotentialPreconditioning.linear_response_error' depends on axioms: [propext, Quot.sound]
```
